# At fixed bare level, a rigid shift of the input eigenvalues moves the quasiparticle energy by at most the fraction c/(1 + c), if the self-energy slope lies between −c and 0

## The quasiparticle equation with shifted input

The quasiparticle energy w of a level solves w = h + S(w). Here S is the real self-energy of that level as a function of frequency, usually written Σ. The bare level h is the expectation value of the kinetic, external and Hartree energies; it is not the input eigenvalue and contains no exchange-correlation potential. In a one-shot GW calculation S is built from the eigenvalues of a preceding mean-field calculation, so w inherits a dependence on that starting point. How far does w move when all input eigenvalues are raised by the same amount s?

Such a rigid shift leaves the orbitals and all eigenvalue differences unchanged. The screened interaction W depends on the eigenvalues only through differences between empty and occupied levels, so it stays the same, and so does h. The Green function, with its chemical potential moved along, is displaced by s on the frequency axis, and the self-energy is displaced with it. The quasiparticle equation becomes

w = h + S(w − s).

In Lean 4 with Mathlib:

```lean
import Mathlib

open Filter Topology

namespace GWStartingPoint

noncomputable section

/-- The quasiparticle equation `w = h + S (w - s)` for a bare level `h` and a self-energy `S`
displaced in frequency by a rigid shift `s` of the input eigenvalues. -/
def IsQuasiparticle (S : ℝ → ℝ) (h s w : ℝ) : Prop := w = h + S (w - s)
```

`IsQuasiparticle S h s w` says that w solves this equation. All quantities are real, so the model describes a single level with a diagonal self-energy and no lifetime.

The main theorems below take S to be differentiable on the whole real axis with S′ ≤ 0, and some also require −c ≤ S′. A GW self-energy without broadening has poles and falls with frequency between them. The slope condition therefore stands for a level well away from the poles, with S continued smoothly to all other frequencies. The constant c limits how strongly the self-energy varies with frequency.

Two real density functionals usually differ by more than a rigid shift: they also change gaps, orbitals and W, and through the orbitals and the density the bare level h. The bounds below do not cover these changes.

## The renormalization factor and its range

The renormalization factor at frequency x is

Z(x) = 1/(1 − S′(x)).

```lean
/-- The renormalization factor `1 / (1 - S'(x))` of a self-energy `S` differentiable at `x`,
for slopes `S'(x)` different from one. -/
def Z (S : ℝ → ℝ) (x : ℝ) : ℝ := 1 / (1 - deriv S x)
```

In textbooks Z usually means the value at the quasiparticle solution. Here `Z S x` is defined at any frequency x, and the solution w for shift s corresponds to x = w − s.

Differences of S are turned into slopes by the mean value theorem. For any x and y there is a frequency ξ with

S(y) − S(x) = S′(ξ)(y − x).

```lean
/-- The change of a differentiable self-energy between two frequencies is its slope at some
frequency times the frequency difference. -/
theorem self_energy_mean_value {S : ℝ → ℝ} (hS : Differentiable ℝ S) (x y : ℝ) :
    ∃ ξ, S y - S x = deriv S ξ * (y - x) := by
  rcases lt_trichotomy x y with hxy | hxy | hxy
  · obtain ⟨ξ, -, hξ⟩ := exists_deriv_eq_slope S hxy hS.continuous.continuousOn
      hS.differentiableOn
    exact ⟨ξ, by rw [hξ, div_mul_cancel₀ _ (sub_ne_zero.2 hxy.ne')]⟩
  · exact ⟨x, by rw [hxy]; ring⟩
  · obtain ⟨ξ, -, hξ⟩ := exists_deriv_eq_slope S hxy hS.continuous.continuousOn
      hS.differentiableOn
    refine ⟨ξ, ?_⟩
    have h1 : deriv S ξ * (x - y) = S x - S y := by
      rw [hξ, div_mul_cancel₀ _ (sub_ne_zero.2 hxy.ne')]
    linear_combination h1
```

Mathlib's `exists_deriv_eq_slope` needs ordered endpoints, so the proof treats x < y, x = y and x > y separately. For x = y both sides vanish and any ξ will do.

If −c ≤ S′(x) ≤ 0, then

1 ≤ 1 − S′(x) ≤ 1 + c,

and taking reciprocals gives

1/(1 + c) ≤ Z(x) ≤ 1.

```lean
/-- If the slope of the self-energy at `x` lies between `-c` and zero, the renormalization
factor there lies between `1 / (1 + c)` and one. -/
theorem Z_bounds {S : ℝ → ℝ} {c x : ℝ} (hlo : -c ≤ deriv S x) (hup : deriv S x ≤ 0) :
    1 / (1 + c) ≤ Z S x ∧ Z S x ≤ 1 := by
  unfold Z
  exact ⟨one_div_le_one_div_of_le (by linarith) (by linarith),
    (div_le_one (by linarith)).2 (by linarith)⟩
```

The two slope bounds already imply c ≥ 0, which is why this is not a separate hypothesis.

## An exact law for the difference of two solutions

Let w₁ solve the equation for shift s, and w₂ for shift t, with the same h. Subtract the two equations and apply the mean value theorem between w₁ − s and w₂ − t:

w₂ − w₁ = S(w₂ − t) − S(w₁ − s) = S′(ξ)[(w₂ − w₁) − (t − s)].

Collecting the terms in w₂ − w₁ gives

(1 − S′(ξ))(w₂ − w₁) = −S′(ξ)(t − s).

Since S′(ξ) ≤ 0, the factor on the left is at least 1 and can be divided out. With −S′(ξ)/(1 − S′(ξ)) = 1 − Z(ξ), this becomes

w₂ − w₁ = (1 − Z(ξ))(t − s).

```lean
/-- For a differentiable self-energy of nonpositive slope, the difference of two quasiparticle
energies with the same bare level is the difference of the input shifts times `1 - Z`, with `Z`
taken at some frequency. -/
theorem spread_eq {S : ℝ → ℝ} (hS : Differentiable ℝ S) (hup : ∀ x, deriv S x ≤ 0)
    {h s t w₁ w₂ : ℝ} (h1 : IsQuasiparticle S h s w₁) (h2 : IsQuasiparticle S h t w₂) :
    ∃ ξ, w₂ - w₁ = (1 - Z S ξ) * (t - s) := by
  obtain ⟨ξ, hξ⟩ := self_energy_mean_value hS (w₁ - s) (w₂ - t)
  refine ⟨ξ, ?_⟩
  unfold IsQuasiparticle at h1 h2
  have hne : 1 - deriv S ξ ≠ 0 := by linarith [hup ξ]
  have e : 1 - Z S ξ = -deriv S ξ / (1 - deriv S ξ) := by
    unfold Z
    rw [eq_div_iff hne, sub_mul, div_mul_cancel₀ _ hne]
    ring
  rw [e, div_mul_eq_mul_div, eq_div_iff hne]
  linear_combination h2 - h1 + hξ
```

In the proof, `e` is the identity for 1 − Z(ξ), and the final `linear_combination` subtracts the two quasiparticle equations and inserts the mean value relation. The theorem gives some ξ without locating it.

## One solution for every shift

Existence follows from the continuous function F(w) = w − S(w − s), which must take the value h. Compare the points s and h + S(0). If s ≤ h + S(0), then

F(s) = s − S(0) ≤ h.

Because S does not increase, S(h + S(0) − s) ≤ S(0), and therefore

F(h + S(0)) = h + S(0) − S(h + S(0) − s) ≥ h.

The intermediate value theorem gives a solution between the two points. If s ≥ h + S(0), both inequalities are reversed and the same argument applies.

For uniqueness, let v and w be solutions for the same shift. The exact law gives v − w = (1 − Z(ξ)) · 0 = 0.

```lean
/-- For a differentiable self-energy of nonpositive slope, the quasiparticle equation has
exactly one solution for every bare level and every input shift. -/
theorem existsUnique_quasiparticle {S : ℝ → ℝ} (hS : Differentiable ℝ S)
    (hup : ∀ x, deriv S x ≤ 0) (h s : ℝ) : ∃! w, IsQuasiparticle S h s w := by
  have anti : Antitone S := antitone_of_deriv_nonpos hS hup
  have cont : Continuous (fun w => w - S (w - s)) := by
    have := hS.continuous
    fun_prop
  have ex : ∃ w, w - S (w - s) = h := by
    -- the solution lies between `s` and `h + S 0`
    rcases le_total s (h + S 0) with hle | hle
    · have a1 : S (h + S 0 - s) ≤ S 0 := anti (by linarith)
      have a2 : s - S (s - s) ≤ h := by rw [sub_self]; linarith
      obtain ⟨w, -, hw⟩ := intermediate_value_Icc hle cont.continuousOn
        ⟨a2, (by linarith : h ≤ h + S 0 - S (h + S 0 - s))⟩
      exact ⟨w, hw⟩
    · have a1 : S 0 ≤ S (h + S 0 - s) := anti (by linarith)
      have a2 : h ≤ s - S (s - s) := by rw [sub_self]; linarith
      obtain ⟨w, -, hw⟩ := intermediate_value_Icc hle cont.continuousOn
        ⟨(by linarith : h + S 0 - S (h + S 0 - s) ≤ h), a2⟩
      exact ⟨w, hw⟩
  obtain ⟨w, hw⟩ := ex
  have hq : IsQuasiparticle S h s w := by
    unfold IsQuasiparticle
    linarith
  refine ⟨w, hq, fun v hv => ?_⟩
  obtain ⟨ξ, hξ⟩ := spread_eq hS hup hq hv
  rw [sub_self, mul_zero] at hξ
  linarith
```

The symbol `∃!` means that exactly one such w exists. The two cases of `le_total` are the two orderings above, and `intermediate_value_Icc` supplies the crossing. No lower bound on the slope is used. Uniqueness does rest on S being differentiable everywhere: with a GW self-energy that has poles, the equation has a solution between any two neighbouring poles, and the theorem does not apply to the full set of these solutions.

## The bound on the starting-point dependence

Now let −c ≤ S′ ≤ 0 everywhere and s ≤ t. The range of Z gives

0 ≤ 1 − Z(ξ) ≤ 1 − 1/(1 + c) = c/(1 + c).

Multiplying by t − s ≥ 0 and using the exact law,

0 ≤ w₂ − w₁ ≤ c(t − s)/(1 + c).

```lean
/-- If the slope of a differentiable self-energy lies between `-c` and zero, raising the input
eigenvalues from shift `s` to `t` at fixed bare level raises the quasiparticle energy by at least
zero and at most `c (t - s) / (1 + c)`. -/
theorem quasiparticle_spread {S : ℝ → ℝ} {c : ℝ} (hS : Differentiable ℝ S)
    (hlo : ∀ x, -c ≤ deriv S x) (hup : ∀ x, deriv S x ≤ 0) {h s t w₁ w₂ : ℝ} (hst : s ≤ t)
    (h1 : IsQuasiparticle S h s w₁) (h2 : IsQuasiparticle S h t w₂) :
    0 ≤ w₂ - w₁ ∧ w₂ - w₁ ≤ c * (t - s) / (1 + c) := by
  obtain ⟨ξ, hξ⟩ := spread_eq hS hup h1 h2
  obtain ⟨b1, b2⟩ := Z_bounds (hlo ξ) (hup ξ)
  have hc : 1 + c ≠ 0 := by linarith [hlo 0, hup 0]
  have e : 1 - 1 / (1 + c) = c / (1 + c) := by
    rw [eq_div_iff hc, sub_mul, div_mul_cancel₀ _ hc]
    ring
  have hd : 0 ≤ t - s := sub_nonneg.2 hst
  rw [hξ]
  refine ⟨mul_nonneg (by linarith) hd, ?_⟩
  calc (1 - Z S ξ) * (t - s) ≤ c / (1 + c) * (t - s) :=
        mul_le_mul_of_nonneg_right (by linarith) hd
    _ = c * (t - s) / (1 + c) := by ring
```

Setting s = 0 compares an unshifted calculation with a shifted one. The solutions enter as the hypotheses `h1` and `h2`, and the preceding theorem guarantees that they exist. The `calc` block is the multiplication by t − s.

For one-shot GW on a level with such a self-energy, a rigid misalignment of the input eigenvalues thus reaches the quasiparticle energy only in part, and in the same direction. If Z is known to be at least 0.8 at every frequency, so that c = 0.25 can be used, at most one fifth of the shift survives.

## A linear self-energy attains the bound

Take S(x) = −c x with c ≥ 0. The equation for shift s reads w₁ = h − c(w₁ − s), so

(1 + c) w₁ = h + c s,
(1 + c) w₂ = h + c t.

Subtracting and dividing by 1 + c gives

w₂ − w₁ = c(t − s)/(1 + c).

```lean
/-- For the linear self-energy `-c x` with `c ≥ 0`, the quasiparticle energy for shift `t` minus
that for shift `s`, at the same bare level, equals `c (t - s) / (1 + c)`. -/
theorem linear_self_energy_spread {c h s t w₁ w₂ : ℝ} (hc : 0 ≤ c)
    (h1 : IsQuasiparticle (fun x => -c * x) h s w₁)
    (h2 : IsQuasiparticle (fun x => -c * x) h t w₂) :
    w₂ - w₁ = c * (t - s) / (1 + c) := by
  simp only [IsQuasiparticle] at h1 h2
  rw [eq_div_iff (by linarith : 1 + c ≠ 0)]
  linear_combination h2 - h1
```

For a numerical instance, let c = 0.25 and h = −6 eV, with any constant part of the self-energy counted in h. The shifts s = 0 and t = 1 eV give

w₁ = −6/1.25 = −4.8 eV,
w₂ = (−6 + 0.25)/1.25 = −4.6 eV.

The outputs differ by 0.2 eV, which equals 0.25 · 1/1.25 eV.

## The local response to the shift

Let w(s) now denote the solution as a function of the shift, and put x(s) = w(s) − s. The quasiparticle equation can be solved for the shift:

s = h + S(x) − x.

So x(s) inverts a function of x whose derivative, S′(x) − 1, is at most −1. The inverse function rule, which needs x(s) to be continuous, gives

dx/ds = 1/(S′(x) − 1) = −Z(x).

Continuity follows from the exact law: since 0 ≤ Z ≤ 1, two solutions never differ by more than their shifts do. Adding ds/ds = 1,

dw/ds = 1 − Z(w(s) − s).

```lean
/-- For a differentiable self-energy of nonpositive slope, the quasiparticle energy responds to the
input shift, at fixed bare level, at the rate `1 - Z`, with `Z` taken at the solution. -/
theorem hasDerivAt_quasiparticle {S w : ℝ → ℝ} {h : ℝ} (hS : Differentiable ℝ S)
    (hup : ∀ x, deriv S x ≤ 0) (hw : ∀ s, IsQuasiparticle S h s (w s)) (s : ℝ) :
    HasDerivAt w (1 - Z S (w s - s)) s := by
  -- the quasiparticle energy is a continuous function of the shift
  have lip : LipschitzWith 1 w := by
    refine LipschitzWith.of_dist_le_mul fun a b => ?_
    obtain ⟨ξ, hξ⟩ := spread_eq hS hup (hw b) (hw a)
    have hZ : 0 ≤ Z S ξ := div_nonneg zero_le_one (by linarith [hup ξ])
    have hZ1 := (Z_bounds (c := -deriv S ξ) (by linarith) (hup ξ)).2
    rw [Real.dist_eq, Real.dist_eq, hξ, abs_mul, NNReal.coe_one]
    exact mul_le_mul_of_nonneg_right (abs_le.2 ⟨by linarith, by linarith⟩) (abs_nonneg _)
  have cont : ContinuousAt (fun t => w t - t) s :=
    (lip.continuous.sub continuous_id).continuousAt
  -- `w t - t` inverts the map `x ↦ h + S x - x`
  have hf : HasDerivAt (fun x => h + S x - x) (deriv S (w s - s) - 1) (w s - s) :=
    ((hS (w s - s)).hasDerivAt.const_add h).fun_sub (hasDerivAt_id' _)
  have hg : HasDerivAt (fun t => w t - t) (deriv S (w s - s) - 1)⁻¹ s := by
    refine HasDerivAt.of_local_left_inverse cont hf (by linarith [hup (w s - s)])
      (Eventually.of_forall fun y => ?_)
    have hy := hw y
    unfold IsQuasiparticle at hy
    show h + S (w y - y) - (w y - y) = y
    linarith
  have hsum := hg.fun_add (hasDerivAt_id' s)
  simp only [sub_add_cancel] at hsum
  refine hsum.congr_deriv ?_
  unfold Z
  rw [← neg_sub 1 (deriv S (w s - s)), inv_neg]
  ring
```

Here `w` is a function from shifts to energies, and `hw` says that it solves the equation at every shift. `HasDerivAt` states that the derivative exists and has the given value. The fact `lip` is the continuity estimate, `hf` differentiates h + S(x) − x, and `hg` is the inverse function rule. Where the exact law has Z at an unspecified frequency, the local response has it at the solution itself.

## Feeding the output back as the next shift

Let e be the input eigenvalue of the level at zero shift. If the calculation with shift uₙ returns the energy e + uₙ₊₁, then uₙ₊₁ is the shift that brings the input eigenvalue to this output. Use it for the next round:

e + uₙ₊₁ = h + S(e + uₙ₊₁ − uₙ).

Let a second run vₙ obey the same rule from another initial shift. The reference e cancels in the difference of the outputs, and the bound gives

|uₙ₊₁ − vₙ₊₁| ≤ c/(1 + c) · |uₙ − vₙ|.

Induction on n then yields

|uₙ − vₙ| ≤ (c/(1 + c))ⁿ |u₀ − v₀|.

```lean
/-- Let the slope of a differentiable self-energy lie between `-c` and zero, and let each
quasiparticle energy, measured from `e`, be the next input shift. Then after `n` rounds the distance
between two runs with the same bare level is at most `(c / (1 + c)) ^ n` times the initial one. -/
theorem self_consistent_spread {S : ℝ → ℝ} {c h e : ℝ} (hS : Differentiable ℝ S)
    (hlo : ∀ x, -c ≤ deriv S x) (hup : ∀ x, deriv S x ≤ 0) {u v : ℕ → ℝ}
    (hu : ∀ n, IsQuasiparticle S h (u n) (e + u (n + 1)))
    (hv : ∀ n, IsQuasiparticle S h (v n) (e + v (n + 1))) (n : ℕ) :
    |u n - v n| ≤ (c / (1 + c)) ^ n * |u 0 - v 0| := by
  have hc : 0 ≤ c := by linarith [hlo 0, hup 0]
  have hq : 0 ≤ c / (1 + c) := by positivity
  induction n with
  | zero => simp
  | succ n ih =>
    have step : |u (n + 1) - v (n + 1)| ≤ c / (1 + c) * |u n - v n| := by
      rcases le_total (v n) (u n) with hle | hle
      · obtain ⟨a, b⟩ := quasiparticle_spread hS hlo hup hle (hv n) (hu n)
        rw [abs_of_nonneg (by linarith), abs_of_nonneg (by linarith), div_mul_eq_mul_div]
        linarith
      · obtain ⟨a, b⟩ := quasiparticle_spread hS hlo hup hle (hu n) (hv n)
        rw [abs_sub_comm, abs_sub_comm (u n), abs_of_nonneg (by linarith),
          abs_of_nonneg (by linarith), div_mul_eq_mul_div]
        linarith
    calc |u (n + 1) - v (n + 1)| ≤ c / (1 + c) * |u n - v n| := step
      _ ≤ c / (1 + c) * ((c / (1 + c)) ^ n * |u 0 - v 0|) :=
        mul_le_mul_of_nonneg_left ih hq
      _ = (c / (1 + c)) ^ (n + 1) * |u 0 - v 0| := by ring

end

end GWStartingPoint
```

The sequences are functions `u` and `v` on the natural numbers, and `hu` and `hv` state the update rule for every round. The fact `step` is the one-round estimate; it distinguishes which run has the larger shift, because `quasiparticle_spread` expects ordered shifts. Since c/(1 + c) < 1, the right-hand side tends to zero as n grows, and the memory of the initial shift fades. The dependence on the input orbitals, which the update leaves fixed, is not removed.

In the numerical instance with e = −5 eV, the runs from u₀ = 0 and v₀ = 1 eV reach 0.2 and 0.4 eV after one round, and 0.24 and 0.28 eV after two. Their distance falls from 1 to 0.2 to 0.04 eV.

This update is a one-parameter version of eigenvalue self-consistency: the correction of a single level moves the whole input spectrum. Production schemes usually correct the levels individually, which changes eigenvalue differences and, if W is updated too, the screening.

```lean
#print axioms GWStartingPoint.quasiparticle_spread
-- 'GWStartingPoint.quasiparticle_spread' depends on axioms: [propext, Classical.choice, Quot.sound]
#print axioms GWStartingPoint.linear_self_energy_spread
-- 'GWStartingPoint.linear_self_energy_spread' depends on axioms: [propext, Classical.choice, Quot.sound]
#print axioms GWStartingPoint.hasDerivAt_quasiparticle
-- 'GWStartingPoint.hasDerivAt_quasiparticle' depends on axioms: [propext, Classical.choice, Quot.sound]
#print axioms GWStartingPoint.self_consistent_spread
-- 'GWStartingPoint.self_consistent_spread' depends on axioms: [propext, Classical.choice, Quot.sound]
```
